# Two crossing diabatic energies with a constant nonzero coupling $w$ give adiabatic energies at least $2|w|$ apart

After a NEVPT2 calculation on two close-lying states, I put their two state-specific energies on the diagonal of a $2\times 2$ effective Hamiltonian, put the coupling between them off the diagonal, and diagonalise at every geometry along a path. Before the diagonalisation the two energy curves $a$ and $b$ sometimes cross. Afterwards the curves stay apart.

The claim I have in mind is this. Let $a$ and $b$ be continuous on $[0,1]$ with $a(0)<b(0)$ and $a(1)>b(1)$, and let the coupling $w$ be a nonzero constant. Then $a$ and $b$ cross somewhere, but the eigenvalues of the coupled problem differ by at least $2|w|$ everywhere, with equality exactly where $a=b$. Can this be made rigorous, with a proof that a machine has checked?

## The splitting is $\sqrt{(a-b)^2+4|w|^2}$

Yes, for a Hermitian two-state problem with constant coupling, and $w$ may even be complex. At a fixed geometry the effective Hamiltonian is

$$H=\begin{pmatrix} a & w\\ w^* & b\end{pmatrix},$$

with $a$ and $b$ real. I call $a$ and $b$ the diabatic energies and the eigenvalues of $H$ the adiabatic energies. Here "diabatic" is only a name for the diagonal elements: CASSCF reference states can themselves change character along a path, and $w$ then generally changes too, so a constant $w$ is an assumption of the model. The equation $Hv=\mu v$ has a nonzero solution $v$ exactly when $\det(H-\mu)=0$, that is, when

$$(a-\mu)(b-\mu)-|w|^2=\mu^2-(a+b)\mu+ab-|w|^2=0.$$

The discriminant of this quadratic is

$$(a+b)^2-4ab+4|w|^2=(a-b)^2+4|w|^2 .$$

Write $g=\sqrt{(a-b)^2+4|w|^2}$. The two roots are

$$E_-=\frac{a+b-g}{2},\qquad E_+=\frac{a+b+g}{2},$$

and their difference is $E_+-E_-=g$.

Since $(a-b)^2\ge 0$, we have $g^2\ge 4|w|^2$. Both $g$ and $2|w|$ are non-negative, so $g\ge 2|w|$. Equality means $g^2=4|w|^2$, hence $(a-b)^2=0$, hence $a=b$. Conversely, $a=b$ gives $g=\sqrt{4|w|^2}=2|w|$.

Now let the geometry vary with a parameter $t\in[0,1]$. The function $a(t)-b(t)$ is continuous, negative at $t=0$ and positive at $t=1$. By the intermediate value theorem it vanishes at some $t$ strictly between the ends, and there the diabatic energies cross. The bound $g\ge 2|w|$ holds at every $t$, so for $w\neq 0$ the adiabatic energies never meet. At the diabatic crossing the bound is reached, so the smallest splitting on the path is exactly $2|w|$.

Two further facts come from the same algebra. First, $E_-=E_+$ requires $g=0$, which happens only if both $a=b$ and $w=0$. Second, consider a crossing, $a=b$, with $w\ne 0$, and number the components of $v$ from zero. The eigenvalue equation reads

$$(\mu-a)v_0=w\,v_1,\qquad w^*v_0=(\mu-a)v_1 .$$

Taking moduli in both equations and adding them gives

$$(|\mu-a|+|w|)\,|v_0|=(|\mu-a|+|w|)\,|v_1| .$$

The common factor is positive, so $|v_0|=|v_1|$. In a normalised eigenvector each diabatic state therefore has weight $1/2$.

## The same argument in Lean

```lean
import Mathlib

open Matrix ComplexConjugate

namespace QuasidegenerateAvoidedCrossing

noncomputable section

/-- The effective Hamiltonian of two states with diabatic energies `a` and `b`
and complex coupling `w`. -/
def effH (a b : ℝ) (w : ℂ) : Matrix (Fin 2) (Fin 2) ℂ :=
  !![(a : ℂ), w; conj w, (b : ℂ)]

/-- `μ` is an energy of `H` if the equation `H v = μ v` has a nonzero solution. -/
def IsEnergy (H : Matrix (Fin 2) (Fin 2) ℂ) (μ : ℂ) : Prop :=
  ∃ v : Fin 2 → ℂ, v ≠ 0 ∧ H *ᵥ v = μ • v

/-- The two-state splitting `√((a - b)² + 4|w|²)`. -/
def gap (a b : ℝ) (w : ℂ) : ℝ := √((a - b) ^ 2 + 4 * ‖w‖ ^ 2)

/-- The lower adiabatic energy: the mean diabatic energy minus half the splitting. -/
def lower (a b : ℝ) (w : ℂ) : ℝ := (a + b - gap a b w) / 2

/-- The upper adiabatic energy: the mean diabatic energy plus half the splitting. -/
def upper (a b : ℝ) (w : ℂ) : ℝ := (a + b + gap a b w) / 2

/-- The square of the splitting is the squared diabatic difference plus `4|w|²`. -/
theorem gap_sq (a b : ℝ) (w : ℂ) :
    gap a b w ^ 2 = (a - b) ^ 2 + 4 * ‖w‖ ^ 2 :=
  Real.sq_sqrt (by positivity)

/-- The energies of the effective Hamiltonian are exactly the lower and the upper
adiabatic energy. -/
theorem isEnergy_iff (a b : ℝ) (w μ : ℂ) :
    IsEnergy (effH a b w) μ ↔ μ = (lower a b w : ℂ) ∨ μ = (upper a b w : ℂ) := by
  -- a nonzero solution exists exactly when the secular determinant vanishes
  have key : IsEnergy (effH a b w) μ ↔
      (effH a b w - μ • (1 : Matrix (Fin 2) (Fin 2) ℂ)).det = 0 := by
    rw [← Matrix.exists_mulVec_eq_zero_iff]
    unfold IsEnergy
    simp only [Matrix.sub_mulVec, Matrix.smul_mulVec, Matrix.one_mulVec, sub_eq_zero]
  have hmat : effH a b w - μ • (1 : Matrix (Fin 2) (Fin 2) ℂ) =
      !![(a : ℂ) - μ, w; conj w, (b : ℂ) - μ] := by
    ext i j
    fin_cases i <;> fin_cases j <;> simp [effH]
  have hw : w * conj w = (‖w‖ : ℂ) ^ 2 := by
    rw [Complex.mul_conj, Complex.normSq_eq_norm_sq, Complex.ofReal_pow]
  have hs : (gap a b w : ℂ) ^ 2 = ((a : ℂ) - b) ^ 2 + 4 * (‖w‖ : ℂ) ^ 2 := by
    exact_mod_cast gap_sq a b w
  -- the secular determinant factorises
  have hdet : ((a : ℂ) - μ) * ((b : ℂ) - μ) - w * conj w =
      (μ - (lower a b w : ℂ)) * (μ - (upper a b w : ℂ)) := by
    unfold lower upper
    push_cast
    linear_combination hs / 4 - hw
  rw [key, hmat, Matrix.det_fin_two_of, hdet, mul_eq_zero, sub_eq_zero, sub_eq_zero]

/-- The difference of the adiabatic energies is at least `2|w|`, with equality exactly
when the diabatic energies agree. -/
theorem splitting_bound (a b : ℝ) (w : ℂ) :
    2 * ‖w‖ ≤ upper a b w - lower a b w ∧
      (upper a b w - lower a b w = 2 * ‖w‖ ↔ a = b) := by
  have hg : upper a b w - lower a b w = gap a b w := by
    unfold upper lower
    ring
  have hsq := gap_sq a b w
  have hnn : 0 ≤ gap a b w := Real.sqrt_nonneg _
  rw [hg]
  refine ⟨?_, ?_, ?_⟩
  · by_contra h
    have h' := lt_of_not_ge h
    nlinarith [sq_nonneg (a - b), norm_nonneg w]
  · intro h
    rw [h] at hsq
    have h0 : (a - b) ^ 2 = 0 := by linarith
    exact sub_eq_zero.mp ((pow_eq_zero_iff two_ne_zero).mp h0)
  · intro h
    subst h
    unfold gap
    rw [show (a - a) ^ 2 + 4 * ‖w‖ ^ 2 = (2 * ‖w‖) ^ 2 by ring]
    exact Real.sqrt_sq (by positivity)

/-- The two adiabatic energies coincide exactly when the diabatic energies agree and
the coupling vanishes. -/
theorem degenerate_iff (a b : ℝ) (w : ℂ) :
    lower a b w = upper a b w ↔ a = b ∧ w = 0 := by
  obtain ⟨hle, heq⟩ := splitting_bound a b w
  constructor
  · intro h
    have hw : ‖w‖ = 0 := by linarith [norm_nonneg w]
    exact ⟨heq.mp (by rw [h, hw]; ring), norm_eq_zero.mp hw⟩
  · rintro ⟨hab, hw⟩
    have h := heq.mpr hab
    rw [hw, norm_zero] at h
    rw [hw]
    linarith

/-- Two continuous diabatic energies whose order is reversed between the ends of the
path are equal at some interior point. -/
theorem diabatic_crossing {a b : ℝ → ℝ}
    (ha : ContinuousOn a (Set.Icc 0 1)) (hb : ContinuousOn b (Set.Icc 0 1))
    (h0 : a 0 < b 0) (h1 : b 1 < a 1) : ∃ t ∈ Set.Ioo (0 : ℝ) 1, a t = b t := by
  have hc : ContinuousOn (fun t => a t - b t) (Set.Icc 0 1) := ha.sub hb
  obtain ⟨t, ht, h⟩ := intermediate_value_Ioo (zero_le_one' ℝ) hc
    ⟨sub_neg.mpr h0, sub_pos.mpr h1⟩
  exact ⟨t, ht, sub_eq_zero.mp h⟩

/-- Avoided crossing: the diabatic energies cross inside the path, while the adiabatic
energies stay distinct and at least `2|w|` apart, with equality exactly at the diabatic
crossings. -/
theorem avoided_crossing {a b : ℝ → ℝ} {w : ℂ}
    (ha : ContinuousOn a (Set.Icc 0 1)) (hb : ContinuousOn b (Set.Icc 0 1))
    (h0 : a 0 < b 0) (h1 : b 1 < a 1) (hw : w ≠ 0) :
    (∃ t ∈ Set.Ioo (0 : ℝ) 1, a t = b t) ∧
      ∀ t ∈ Set.Icc (0 : ℝ) 1,
        lower (a t) (b t) w < upper (a t) (b t) w ∧
        2 * ‖w‖ ≤ upper (a t) (b t) w - lower (a t) (b t) w ∧
        (upper (a t) (b t) w - lower (a t) (b t) w = 2 * ‖w‖ ↔ a t = b t) := by
  refine ⟨diabatic_crossing ha hb h0 h1, fun t _ => ?_⟩
  obtain ⟨hle, heq⟩ := splitting_bound (a t) (b t) w
  have hpos : 0 < ‖w‖ := norm_pos_iff.mpr hw
  exact ⟨by linarith, hle, heq⟩

/-- When the diabatic order is reversed along the path, the smallest adiabatic splitting
on the path is `2|w|`, and it is attained. -/
theorem minimum_gap {a b : ℝ → ℝ} (w : ℂ)
    (ha : ContinuousOn a (Set.Icc 0 1)) (hb : ContinuousOn b (Set.Icc 0 1))
    (h0 : a 0 < b 0) (h1 : b 1 < a 1) :
    IsLeast ((fun t => upper (a t) (b t) w - lower (a t) (b t) w) '' Set.Icc (0 : ℝ) 1)
      (2 * ‖w‖) := by
  obtain ⟨t, ht, hab⟩ := diabatic_crossing ha hb h0 h1
  refine ⟨⟨t, Set.Ioo_subset_Icc_self ht, (splitting_bound _ _ w).2.mpr hab⟩, ?_⟩
  rintro _ ⟨s, _, rfl⟩
  exact (splitting_bound _ _ w).1

/-- At a diabatic crossing with nonzero coupling, every solution of the eigenvalue
equation has amplitudes of equal modulus on the two diabatic states. -/
theorem equal_mixing {a : ℝ} {w μ : ℂ} {v : Fin 2 → ℂ} (hw : w ≠ 0)
    (hv : effH a a w *ᵥ v = μ • v) : ‖v 0‖ = ‖v 1‖ := by
  have e0 : (a : ℂ) * v 0 + w * v 1 = μ * v 0 := by
    simpa [effH, Matrix.mulVec, dotProduct, Fin.sum_univ_two] using congrFun hv 0
  have e1 : conj w * v 0 + (a : ℂ) * v 1 = μ * v 1 := by
    simpa [effH, Matrix.mulVec, dotProduct, Fin.sum_univ_two] using congrFun hv 1
  -- compare the moduli in both components of the eigenvalue equation
  have n0 : ‖μ - a‖ * ‖v 0‖ = ‖w‖ * ‖v 1‖ := by
    rw [← norm_mul, ← norm_mul]
    congr 1
    linear_combination -e0
  have n1 : ‖w‖ * ‖v 0‖ = ‖μ - a‖ * ‖v 1‖ := by
    rw [← Complex.norm_conj w, ← norm_mul, ← norm_mul]
    congr 1
    linear_combination e1
  have hpos : 0 < ‖w‖ := norm_pos_iff.mpr hw
  have hne : ‖μ - a‖ + ‖w‖ ≠ 0 := by positivity
  exact mul_left_cancel₀ hne (by linear_combination n0 + n1)

end

end QuasidegenerateAvoidedCrossing
```

```lean
#print axioms QuasidegenerateAvoidedCrossing.degenerate_iff
-- 'QuasidegenerateAvoidedCrossing.degenerate_iff' depends on axioms: [propext, Classical.choice, Quot.sound]
#print axioms QuasidegenerateAvoidedCrossing.avoided_crossing
-- 'QuasidegenerateAvoidedCrossing.avoided_crossing' depends on axioms: [propext, Classical.choice, Quot.sound]
#print axioms QuasidegenerateAvoidedCrossing.minimum_gap
-- 'QuasidegenerateAvoidedCrossing.minimum_gap' depends on axioms: [propext, Classical.choice, Quot.sound]
#print axioms QuasidegenerateAvoidedCrossing.equal_mixing
-- 'QuasidegenerateAvoidedCrossing.equal_mixing' depends on axioms: [propext, Classical.choice, Quot.sound]
```

## What the Lean statements say about the two states

The matrix `effH a b w` is $H$ above. The types fix the physics: `a` and `b` are real numbers, `w` is complex, and the lower off-diagonal entry is `conj w`, so the matrix is Hermitian by construction. The predicate `IsEnergy H μ` says that $Hv=\mu v$ has a nonzero solution. Here $\mu$ may be any complex number; that the energies are real is a consequence and not an assumption.

The functions `gap`, `lower` and `upper` are $g$, $E_-$ and $E_+$. They are defined by formulas, so something has to tie them to the matrix. This is the job of `isEnergy_iff`: a number is an energy of `effH a b w` if and only if it equals `lower a b w` or `upper a b w`. Every later statement about these two functions is thereby a statement about the eigenvalues.

The main theorem is `avoided_crossing`. Its hypotheses are that `a` and `b` are continuous on the closed interval `Set.Icc 0 1`, that $a(0)<b(0)$ and $b(1)<a(1)$, and that $w\neq 0$. Its conclusion has two parts:

- There is a point in the open interval where the diabatic energies are equal.
- At every point of the closed interval the lower energy is strictly below the upper one, the difference is at least $2|w|$, and it equals $2|w|$ if and only if $a(t)=b(t)$.

The theorem `minimum_gap` says that $2|w|$ is the least element of the set of splittings along the path. It doesn't assume $w\ne 0$. For $w=0$ it says that the minimum is zero, which is the uncoupled case, where the crossing survives. The theorem `degenerate_iff` makes the role of the coupling explicit at a single geometry, and `equal_mixing` gives the equal moduli at a crossing.

The hypothesis that $w$ is a nonzero constant stands for a definite physical situation: the two reference states interact through the functions outside the reference space, and this interaction has the same strength all along the path. If the states have different symmetry, $w$ is zero and they may cross. In a real molecule $w$ also changes with geometry. The bound in `splitting_bound` concerns one geometry at a time, so it still applies with the local value of $w$, but the smallest splitting need not then lie at the diabatic crossing. Where $a=b$ and $w=0$ occur together, as at a conical intersection, the energies do meet.

The numbers $a$, $b$ and $w$ are inputs. The file doesn't derive them from the NEVPT2 perturbation expansion, and it treats neither three or more coupled states nor a non-Hermitian effective Hamiltonian.

## From the secular determinant to the minimum gap

**The spectrum.** The lemma `gap_sq` removes the square root: $g^2=(a-b)^2+4|w|^2$, because the expression under the root is non-negative. In `isEnergy_iff`, the step `key` replaces the existence of a nonzero eigenvector by the vanishing of $\det(H-\mu)$, using the Mathlib theorem `Matrix.exists_mulVec_eq_zero_iff`. The step `hmat` writes out the entries of $H-\mu$. The step `hdet` is the factorisation

$$(a-\mu)(b-\mu)-ww^*=(\mu-E_-)(\mu-E_+),$$

which `linear_combination` verifies from two facts, the formula for $g^2$ and $ww^*=|w|^2$. A product vanishes exactly when one of its factors does, and this gives the two energies.

**The bound.** In `splitting_bound`, the difference `upper a b w - lower a b w` is first reduced to `gap a b w`. The inequality is then proved by contradiction: if $g<2|w|$, then $g^2<4|w|^2$, which is incompatible with `gap_sq`, and `nlinarith` finds this argument. For the equality case, inserting $g=2|w|$ into `gap_sq` leaves $(a-b)^2=0$. In the other direction, $a=b$ turns the root into $\sqrt{(2|w|)^2}$.

**Degeneracy.** The proof of `degenerate_iff` uses the bound and not the formula for $g$. If the two energies coincide, then $2|w|\le 0$, so $w=0$. The splitting then equals $2|w|$, and the equality case gives $a=b$.

**The crossing and the path.** In `diabatic_crossing`, the intermediate value theorem is used in the form `intermediate_value_Ioo`, which returns a point of the open interval because zero lies strictly between the end values of $a-b$. The proof of `avoided_crossing` joins this point to the bound at each $t$; the strict ordering of the energies follows from $|w|>0$. For `minimum_gap` two things are needed: that $2|w|$ occurs as a splitting, which the crossing point supplies, and that no splitting is smaller, which is the bound again.

**Equal weights.** In `equal_mixing`, `e0` and `e1` are the two components of the eigenvalue equation, and `n0` and `n1` are the corresponding equations between moduli. Their sum is the equation derived above, and the positive factor $|\mu-a|+|w|$ is cancelled.

## Diagonalising the effective Hamiltonian along a scan

In a quasidegenerate NEVPT2 calculation with two states, $a$ and $b$ are the diagonal elements of the effective Hamiltonian at one geometry and $w$ is the off-diagonal element. With NumPy the step is short:

```python
H = np.array([[a, w], [np.conj(w), b]])
e = np.linalg.eigvalsh(H)        # ascending order
assert e[1] - e[0] >= 2 * abs(w) - tol
```

Here `e[0]` and `e[1]` correspond to `lower` and `upper`, and `tol` allows for rounding. By default `eigvalsh` reads only the lower triangle of the matrix. If the perturbation theory delivers two off-diagonal elements that are not complex conjugates of each other, the matrix should be made Hermitian before the call, since otherwise one of them is silently ignored.

A sign change of $a-b$ between neighbouring geometries locates a diabatic crossing, provided that each curve follows the same state continuously and the labels have not been exchanged by energy ordering. With constant coupling, the smallest splitting found on a grid is at least $2|w|$, and it equals $2|w|$ only if a grid point falls on the crossing. A scan with coarse steps therefore tends to overestimate the minimum gap, whereas the off-diagonal element gives it directly in this two-state model.
